# Gaussian average of exp(−s∫x²dτ) over sine-mode paths: the limit 1/√cosh(√(2s) t)

For $s\ge 0$ and $t>0$, take the one-mode path $x(\tau)=\sqrt{l}\,y\,\sqrt{2/t}\,\sin(\pi\tau/2t)$ on $[0,t]$, with $l=4t^2/\pi^2$ and $y$ a standard Gaussian amplitude: its integrated square is $l\,y^2$, so the average of $\exp(-s\int_0^t x^2d\tau)$ is the Gaussian integral $1/\sqrt{1+2sl}$. The further modes $k=1,2,\dots$ have $\sin((k+\frac12)\pi\tau/t)$ in place of the first sine, independent standard Gaussian amplitudes, and $l_k=l/(2k+1)^2$ in place of $l$. Each contributes one more factor $1/\sqrt{1+2sl_k}$, and the product tends to $1/\sqrt{\cosh(\sqrt{2s}\,t)}$.

In Lean 4 with Mathlib:

```lean
import Mathlib

open Real Filter Topology MeasureTheory

namespace BrownianSquaredPath

noncomputable section

/-- Variance of the Brownian mode `k = 0, 1, 2, ...` on a time interval of length `t`. -/
def modeVar (t : ℝ) (k : ℕ) : ℝ := t ^ 2 / (((k : ℝ) + 1 / 2) ^ 2 * π ^ 2)

/-- Normalised sine shape of mode `k` on the time interval from `0` to `t`, for `t > 0`. -/
def modeShape (t : ℝ) (k : ℕ) (τ : ℝ) : ℝ :=
  √(2 / t) * sin (((k : ℝ) + 1 / 2) * π * τ / t)

/-- The path with `n` modes and dimensionless amplitudes `y`, for `t > 0`. -/
def modePath (t : ℝ) (n : ℕ) (y : Fin n → ℝ) (τ : ℝ) : ℝ :=
  ∑ k : Fin n, √(modeVar t k) * y k * modeShape t k τ

/-- Average of `F` over `n` independent standard Gaussian amplitudes. -/
def gaussAvg (n : ℕ) (F : (Fin n → ℝ) → ℝ) : ℝ :=
  ∫ y : Fin n → ℝ, F y * ∏ k, (exp (-(y k) ^ 2 / 2) / √(2 * π))

/-- A cosine with a nonzero whole number of half periods on `[0, t]` integrates to zero. -/
theorem integral_cos_mode {t : ℝ} (ht : 0 < t) (m : ℤ) (hm : m ≠ 0) :
    ∫ τ in (0 : ℝ)..t, cos ((m : ℝ) * π * τ / t) = 0 := by
  have hm' : (m : ℝ) ≠ 0 := Int.cast_ne_zero.mpr hm
  have hd : ∀ τ ∈ Set.uIcc 0 t, HasDerivAt
      (fun τ : ℝ => sin ((m : ℝ) * π * τ / t) * (t / (m * π)))
      (cos ((m : ℝ) * π * τ / t)) τ := by
    intro τ _
    have h1 : HasDerivAt (fun τ : ℝ => (m : ℝ) * π * τ / t) (m * π / t) τ := by
      simpa using ((hasDerivAt_id τ).const_mul ((m : ℝ) * π)).div_const t
    refine (h1.sin.mul_const (t / (m * π))).congr_deriv ?_
    field_simp
  have hc : Continuous fun τ : ℝ => cos ((m : ℝ) * π * τ / t) := by fun_prop
  rw [intervalIntegral.integral_eq_sub_of_hasDerivAt hd (hc.intervalIntegrable _ _)]
  have h : (m : ℝ) * π * t / t = m * π := by field_simp
  simp only [h, Real.sin_int_mul_pi, mul_zero, zero_div, Real.sin_zero, zero_mul, sub_zero]

/-- The mode shapes are orthonormal on the time interval. -/
theorem modeShape_orthonormal {t : ℝ} (ht : 0 < t) (j k : ℕ) :
    ∫ τ in (0 : ℝ)..t, modeShape t j τ * modeShape t k τ = if j = k then 1 else 0 := by
  have hs : √(2 / t) * √(2 / t) = 2 / t := Real.mul_self_sqrt (by positivity)
  -- product-to-sum formula
  have hp : ∀ τ, modeShape t j τ * modeShape t k τ =
      (1 / t) * (cos ((((j : ℤ) - k : ℤ) : ℝ) * π * τ / t)
        - cos ((((j : ℤ) + k + 1 : ℤ) : ℝ) * π * τ / t)) := by
    intro τ
    have h1 : (((j : ℤ) - k : ℤ) : ℝ) * π * τ / t =
        ((j : ℝ) + 1 / 2) * π * τ / t - ((k : ℝ) + 1 / 2) * π * τ / t := by
      push_cast; ring
    have h2 : (((j : ℤ) + k + 1 : ℤ) : ℝ) * π * τ / t =
        ((j : ℝ) + 1 / 2) * π * τ / t + ((k : ℝ) + 1 / 2) * π * τ / t := by
      push_cast; ring
    rw [h1, h2, Real.cos_sub, Real.cos_add, modeShape, modeShape]
    linear_combination (sin (((j : ℝ) + 1 / 2) * π * τ / t) *
      sin (((k : ℝ) + 1 / 2) * π * τ / t)) * hs
  have hc : ∀ m : ℤ, IntervalIntegrable (fun τ : ℝ => cos ((m : ℝ) * π * τ / t))
      volume 0 t := fun m =>
    (by fun_prop : Continuous fun τ : ℝ => cos ((m : ℝ) * π * τ / t)).intervalIntegrable _ _
  simp only [hp]
  rw [intervalIntegral.integral_const_mul, intervalIntegral.integral_sub (hc _) (hc _),
    integral_cos_mode ht ((j : ℤ) + k + 1) (by omega)]
  split_ifs with h
  · subst h
    simp [ht.ne']
  · rw [integral_cos_mode ht ((j : ℤ) - k) (by omega)]
    simp

/-- The integrated squared path is the sum of squared amplitudes weighted by the variances. -/
theorem integral_modePath_sq {t : ℝ} (ht : 0 < t) (n : ℕ) (y : Fin n → ℝ) :
    ∫ τ in (0 : ℝ)..t, modePath t n y τ ^ 2 = ∑ k : Fin n, modeVar t k * y k ^ 2 := by
  have hc : ∀ k, Continuous (modeShape t k) := by
    intro k
    unfold modeShape
    fun_prop
  have he : ∀ τ, modePath t n y τ ^ 2 = ∑ i : Fin n, ∑ j : Fin n,
      (√(modeVar t i) * y i * (√(modeVar t j) * y j)) *
        (modeShape t i τ * modeShape t j τ) := by
    intro τ
    rw [modePath, sq, Finset.sum_mul_sum]
    exact Finset.sum_congr rfl fun i _ => Finset.sum_congr rfl fun j _ => by ring
  simp only [he]
  rw [intervalIntegral.integral_finsetSum]
  · refine Finset.sum_congr rfl fun i _ => ?_
    rw [intervalIntegral.integral_finsetSum]
    · simp only [intervalIntegral.integral_const_mul, modeShape_orthonormal ht, Fin.val_inj,
        mul_ite, mul_one, mul_zero, Finset.sum_ite_eq, Finset.mem_univ, if_true]
      have hv : √(modeVar t i) * √(modeVar t i) = modeVar t i :=
        Real.mul_self_sqrt (by unfold modeVar; positivity)
      linear_combination y i ^ 2 * hv
    · intro j _
      exact (continuous_const.mul ((hc i).mul (hc j))).intervalIntegrable _ _
  · intro i _
    refine Continuous.intervalIntegrable ?_ _ _
    exact continuous_finsetSum _ fun j _ => continuous_const.mul ((hc i).mul (hc j))

/-- The standard Gaussian average of `exp (-a y²)` is `1 / √(1 + 2a)` for `a > -1/2`. -/
theorem single_mode_average {a : ℝ} (ha : -1 / 2 < a) :
    ∫ y : ℝ, exp (-a * y ^ 2) * (exp (-y ^ 2 / 2) / √(2 * π)) = 1 / √(1 + 2 * a) := by
  have h0 : 0 < 1 + 2 * a := by linarith
  have he : ∀ y : ℝ, exp (-a * y ^ 2) * (exp (-y ^ 2 / 2) / √(2 * π)) =
      (1 / √(2 * π)) * exp (-(a + 1 / 2) * y ^ 2) := by
    intro y
    rw [show -(a + 1 / 2) * y ^ 2 = -a * y ^ 2 + -y ^ 2 / 2 by ring, Real.exp_add]
    ring
  have hq : π / (a + 1 / 2) = 2 * π / (1 + 2 * a) := by
    rw [div_eq_div_iff (by linarith) h0.ne']
    ring
  have hpi : √(2 * π) ≠ 0 := (Real.sqrt_pos.mpr (by positivity)).ne'
  simp only [he]
  rw [integral_const_mul, integral_gaussian, hq, Real.sqrt_div (by positivity)]
  field_simp

/-- The Gaussian average over paths with `n` modes is a product of one factor per mode. -/
theorem average_eq_prod {s t : ℝ} (hs : 0 ≤ s) (ht : 0 < t) (n : ℕ) :
    gaussAvg n (fun y => exp (-s * ∫ τ in (0 : ℝ)..t, modePath t n y τ ^ 2)) =
      ∏ k ∈ Finset.range n, 1 / √(1 + 2 * (s * modeVar t k)) := by
  have he : ∀ y : Fin n → ℝ, exp (-s * ∑ k : Fin n, modeVar t k * y k ^ 2) *
      ∏ k, (exp (-(y k) ^ 2 / 2) / √(2 * π)) =
      ∏ k : Fin n, (exp (-(s * modeVar t k) * y k ^ 2) *
        (exp (-(y k) ^ 2 / 2) / √(2 * π))) := by
    intro y
    rw [Finset.prod_mul_distrib, ← Real.exp_sum, Finset.mul_sum]
    congr 2
    exact Finset.sum_congr rfl fun k _ => by ring
  simp only [gaussAvg, integral_modePath_sq ht, he]
  rw [integral_fintype_prod_volume_eq_prod (f := fun (k : Fin n) (x : ℝ) =>
    exp (-(s * modeVar t k) * x ^ 2) * (exp (-x ^ 2 / 2) / √(2 * π))),
    ← Fin.prod_univ_eq_prod_range (fun k => 1 / √(1 + 2 * (s * modeVar t k))) n]
  refine Finset.prod_congr rfl fun k _ => single_mode_average ?_
  have : 0 ≤ s * modeVar t k := mul_nonneg hs (by unfold modeVar; positivity)
  linarith

/-- Euler's product for the hyperbolic sine. -/
theorem tendsto_sinh_prod (x : ℝ) :
    Tendsto (fun n : ℕ => x * ∏ j ∈ Finset.range n, (1 + x ^ 2 / (((j : ℝ) + 1) ^ 2 * π ^ 2)))
      atTop (𝓝 (sinh x)) := by
  -- the sine product at an imaginary argument
  have h := Complex.tendsto_euler_sin_prod (((x / π : ℝ) : ℂ) * Complex.I)
  have hpi : (π : ℂ) ≠ 0 := Complex.ofReal_ne_zero.mpr Real.pi_ne_zero
  have e : (π : ℂ) * (((x / π : ℝ) : ℂ) * Complex.I) = x * Complex.I := by
    push_cast
    field_simp
  have e2 : ∀ n : ℕ, (x : ℂ) * Complex.I * ∏ j ∈ Finset.range n,
      (1 - (((x / π : ℝ) : ℂ) * Complex.I) ^ 2 / ((j : ℂ) + 1) ^ 2) =
      ((x * ∏ j ∈ Finset.range n, (1 + x ^ 2 / (((j : ℝ) + 1) ^ 2 * π ^ 2)) : ℝ) : ℂ)
        * Complex.I := by
    intro n
    rw [Complex.ofReal_mul, Complex.ofReal_prod, mul_right_comm]
    congr 2
    refine Finset.prod_congr rfl fun j _ => ?_
    push_cast
    rw [mul_pow, Complex.I_sq, div_pow, mul_neg_one, neg_div, sub_neg_eq_add, div_div,
      mul_comm ((π : ℂ) ^ 2)]
  rw [e, Complex.sin_mul_I, ← Complex.ofReal_sinh] at h
  simp only [e2] at h
  have h2 := (Complex.continuous_im.tendsto _).comp h
  simpa only [Function.comp_def, Complex.im_ofReal_mul, Complex.I_im, mul_one] using h2

/-- Euler's product for the hyperbolic cosine, over half-integer modes. -/
theorem tendsto_cosh_prod (x : ℝ) :
    Tendsto (fun n : ℕ => ∏ k ∈ Finset.range n, (1 + x ^ 2 / (((k : ℝ) + 1 / 2) ^ 2 * π ^ 2)))
      atTop (𝓝 (cosh x)) := by
  by_cases hx : x = 0
  · subst hx
    simp
  -- even and odd factors of the product for `sinh (2x)`
  have hsplit : ∀ n : ℕ, ∏ j ∈ Finset.range (2 * n),
      (1 + (2 * x) ^ 2 / (((j : ℝ) + 1) ^ 2 * π ^ 2)) =
      (∏ j ∈ Finset.range n, (1 + x ^ 2 / (((j : ℝ) + 1) ^ 2 * π ^ 2))) *
        ∏ k ∈ Finset.range n, (1 + x ^ 2 / (((k : ℝ) + 1 / 2) ^ 2 * π ^ 2)) := by
    intro n
    induction n with
    | zero => simp
    | succ n ih =>
      have hc : ∀ u : ℝ, (2 * x) ^ 2 / ((2 * u) ^ 2 * π ^ 2) = x ^ 2 / (u ^ 2 * π ^ 2) := by
        intro u
        rw [mul_pow, mul_pow, mul_assoc, mul_div_mul_left _ _ (by norm_num : (2 : ℝ) ^ 2 ≠ 0)]
      have h1 : ((2 * n : ℕ) : ℝ) + 1 = 2 * ((n : ℝ) + 1 / 2) := by push_cast; ring
      have h2 : ((2 * n + 1 : ℕ) : ℝ) + 1 = 2 * ((n : ℝ) + 1) := by push_cast; ring
      rw [show 2 * (n + 1) = 2 * n + 1 + 1 by ring, Finset.prod_range_succ,
        Finset.prod_range_succ, ih, h1, h2, hc, hc, Finset.prod_range_succ,
        Finset.prod_range_succ]
      ring
  have hsinh : sinh x ≠ 0 := by simpa using hx
  have hn : Tendsto (fun n : ℕ => 2 * n) atTop atTop :=
    tendsto_atTop_mono (fun n => by simp only [id_eq]; omega) tendsto_id
  have h3 := ((tendsto_sinh_prod (2 * x)).comp hn).div ((tendsto_sinh_prod x).const_mul 2)
    (mul_ne_zero two_ne_zero hsinh)
  have hlim : sinh (2 * x) / (2 * sinh x) = cosh x := by
    rw [Real.sinh_two_mul]
    field_simp
  rw [hlim] at h3
  refine h3.congr fun n => ?_
  have hp : 0 < ∏ j ∈ Finset.range n, (1 + x ^ 2 / (((j : ℝ) + 1) ^ 2 * π ^ 2)) :=
    Finset.prod_pos fun j _ => by positivity
  simp only [Pi.div_apply, Function.comp_apply]
  rw [hsplit, div_eq_iff (mul_ne_zero two_ne_zero (mul_ne_zero hx hp.ne'))]
  ring

/-- As the number `n` of sine modes grows, the Gaussian average of `exp (-s ∫ x(τ)² dτ)` over the
paths `x = modePath t n y` tends to `1 / √(cosh (√(2s) t))`, for `s ≥ 0` and `t > 0`. -/
theorem cameron_martin {s t : ℝ} (hs : 0 ≤ s) (ht : 0 < t) :
    Tendsto (fun n : ℕ =>
        gaussAvg n (fun y => exp (-s * ∫ τ in (0 : ℝ)..t, modePath t n y τ ^ 2)))
      atTop (𝓝 (1 / √(cosh (√(2 * s) * t)))) := by
  have ha : ∀ k : ℕ, 1 + 2 * (s * modeVar t k) =
      1 + (√(2 * s) * t) ^ 2 / (((k : ℝ) + 1 / 2) ^ 2 * π ^ 2) := by
    intro k
    rw [mul_pow, Real.sq_sqrt (by positivity), modeVar]
    ring
  -- collect the factors under one square root
  have hp : ∀ n : ℕ, ∏ k ∈ Finset.range n, 1 / √(1 + 2 * (s * modeVar t k)) =
      1 / √(∏ k ∈ Finset.range n,
        (1 + (√(2 * s) * t) ^ 2 / (((k : ℝ) + 1 / 2) ^ 2 * π ^ 2))) := by
    intro n
    induction n with
    | zero => simp
    | succ n ih =>
      rw [Finset.prod_range_succ, Finset.prod_range_succ, ih, ha,
        Real.sqrt_mul (Finset.prod_nonneg fun k _ => by positivity), div_mul_div_comm, one_mul]
  simp only [average_eq_prod hs ht, hp]
  exact tendsto_const_nhds.div (tendsto_cosh_prod _).sqrt
    (Real.sqrt_pos.mpr (Real.cosh_pos _)).ne'

end

end BrownianSquaredPath
```

```lean
#print axioms BrownianSquaredPath.cameron_martin
-- 'BrownianSquaredPath.cameron_martin' depends on axioms: [propext, Classical.choice, Quot.sound]
```

## A limit of finite-mode averages

The final theorem, `cameron_martin`, concerns paths with $n$ modes,

$$x(\tau)=\sum_{k=0}^{n-1}\sqrt{l_k}\,y_k\,\varphi_k(\tau),\qquad l_k=\frac{t^2}{(k+\frac12)^2\pi^2},\qquad \varphi_k(\tau)=\sqrt{\tfrac2t}\,\sin\frac{(k+\frac12)\pi\tau}{t}.$$

These are `modePath`, `modeVar` and `modeShape`. The amplitudes form a vector `y : Fin n → ℝ`, and `gaussAvg` integrates over all of them with the normalised Gaussian density. The squared path is integrated over time explicitly. `Tendsto ... atTop` says that the averages converge to the stated value as $n\to\infty$, for every `0 ≤ s` and `0 < t`.

The Cameron-Martin formula is usually stated as an expectation over Brownian motion. Here no measure on continuous paths is constructed: the Brownian character enters through the chosen variances and shapes, and the result is a limit of finite-dimensional integrals. It gives no convergence rate.

## An oscillator with a free endpoint

Every $\varphi_k$ vanishes at $\tau=0$ and equals $\pm\sqrt{2/t}$ at $\tau=t$, so paths start at the origin and, for $n\ge1$, can end anywhere. The variances $l_k$ are those of Brownian motion with $\langle x(\tau)^2\rangle=\tau$, the free-particle weight in imaginary time for $\hbar=m=1$.

With $s=\omega^2/2$, the exponential is the potential part of the Euclidean weight of a single one-dimensional harmonic oscillator, and the limit $1/\sqrt{\cosh\omega t}$ corresponds to its imaginary-time propagator from the origin, integrated over the endpoint. A partition function would need closed paths instead.

## From path to independent modes

The product-to-sum formula gives

$$\varphi_j\varphi_k=\frac1t\left[\cos\frac{(j-k)\pi\tau}{t}-\cos\frac{(j+k+1)\pi\tau}{t}\right].$$

For a nonzero integer $m$, $\int_0^t\cos(m\pi\tau/t)\,d\tau=t\sin(m\pi)/(m\pi)=0$, which is `integral_cos_mode`. The second cosine therefore always drops out, and the first survives only for $j=k$, where it equals 1. This proves `modeShape_orthonormal`. Expanding the square as a double sum then leaves only the diagonal (`integral_modePath_sq`):

$$\int_0^t x^2\,d\tau=\sum_{k=0}^{n-1}l_k\,y_k^2.$$

For one amplitude and $a>-\frac12$, `single_mode_average` combines the exponents and uses the standard Gaussian integral:

$$\frac1{\sqrt{2\pi}}\int e^{-(a+1/2)y^2}dy=\frac1{\sqrt{2\pi}}\sqrt{\frac{\pi}{a+\frac12}}=\frac1{\sqrt{1+2a}}.$$

In `average_eq_prod` the exponential of the sum becomes a product, the $n$-dimensional integral factorises, and $a=sl_k\ge0$ gives $\prod_{k<n}(1+2sl_k)^{-1/2}$. For $n=0$ the path is zero and the average is 1.

## The hyperbolic cosine from two sinh products

Write

$$P_n(x)=\prod_{j<n}\left(1+\frac{x^2}{(j+1)^2\pi^2}\right),\qquad C_n(x)=\prod_{k<n}\left(1+\frac{x^2}{(k+\frac12)^2\pi^2}\right).$$

Mathlib supplies Euler's product $\sin\pi z=\pi z\prod_{j\ge0}(1-z^2/(j+1)^2)$. At $z=ix/\pi$ the left side is $i\sinh x$; taking imaginary parts gives $xP_n(x)\to\sinh x$, which is `tendsto_sinh_prod`.

Now consider $P_{2n}(2x)$. A factor with $j=2k$ has $j+1=2(k+\frac12)$ and belongs to $C_n(x)$; one with $j=2k+1$ has $j+1=2(k+1)$ and belongs to $P_n(x)$. Hence $P_{2n}(2x)=P_n(x)\,C_n(x)$, proved by induction as `hsplit`. For $x\ne0$,

$$C_n(x)=\frac{2x\,P_{2n}(2x)}{2\,x\,P_n(x)}\;\longrightarrow\;\frac{\sinh2x}{2\sinh x}=\cosh x.$$

At $x=0$ every factor is 1, and `tendsto_cosh_prod` treats that case separately.

Finally, set $x=\sqrt{2s}\,t$. Then $2sl_k=x^2/((k+\frac12)^2\pi^2)$, which is the step `ha`, and `hp` collects the factors under one root, so the average equals $1/\sqrt{C_n(x)}$. Since $\cosh x>0$, continuity of the square root and the inverse gives $1/\sqrt{\cosh(\sqrt{2s}\,t)}$.
